# Image sum and sine expansion agree for lattice walks between hard walls

Put walls at 0 and 2, leaving only site 1. Two free two-step walks return to 1, and both touch a wall. With $w_n(d)$ the number of free $n$-step $\pm1$ walks of displacement $d$, the images remove them: $w_2(0)-w_2(2)-w_2(-2)=2-1-1=0$. The box has one standing wave, with factor $2\cos(\pi/2)=0$, which also gives zero.

For walls at 0 and $N$ and sites $0<a,b<N$, the general identity is

$$\sum_{k\in\mathbb Z}[w_n(b-a+2kN)-w_n(b+a+2kN)]=\frac2N\sum_{j=1}^{N-1}\sin\frac{\pi ja}{N}\sin\frac{\pi jb}{N}\left(2\cos\frac{\pi j}{N}\right)^n.$$

Both sides count the paths from $a$ to $b$ that avoid the walls.

## Every path has weight one

A walk is a function `Fin n → Bool`. `confinedCount` requires all positions, endpoints included, to lie strictly between the walls. Sites are integers, and `∑ᶠ` is a sum over finitely many nonzero terms.

```lean
import Mathlib

open Real

namespace HardWallLatticePropagator

noncomputable section

/-- The displacement of one step: `+1` or `-1`. -/
def step : Bool → ℤ
  | true => 1
  | false => -1

/-- The position after the first `m` steps of the walk `s` started at `a`. -/
def position {n : ℕ} (a : ℤ) (s : Fin n → Bool) (m : ℕ) : ℤ :=
  a + ∑ i : Fin n, if (i : ℕ) < m then step (s i) else 0

/-- The number `w_n(d)` of free `n`-step walks with total displacement `d`. -/
def walkCount (n : ℕ) (d : ℤ) : ℕ :=
  (Finset.univ.filter fun s : Fin n → Bool => ∑ i, step (s i) = d).card

/-- The hard-wall propagator as a sum over paths: the number of `n`-step walks from `a` to `b`
whose positions all lie strictly between the walls `0` and `N`. -/
def confinedCount (N n : ℕ) (a b : ℤ) : ℕ :=
  (Finset.univ.filter fun s : Fin n → Bool =>
    (∀ m : Fin (n + 1), 0 < position a s m ∧ position a s m < N) ∧ position a s n = b).card

/-- The number of free walks with displacement `c` modulo `2N`, for `N > 0`. -/
def ringCount (N n : ℕ) (c : ℤ) : ℝ := ∑ᶠ k : ℤ, (walkCount n (c + 2 * k * N) : ℝ)

/-- The sum over images of the free propagator, for walls at `0` and `N > 0`. -/
def imageSum (N n : ℕ) (a b : ℤ) : ℝ :=
  ∑ᶠ k : ℤ, ((walkCount n (b - a + 2 * k * N) : ℝ) - walkCount n (b + a + 2 * k * N))
```

Let $A$ be the matrix on the sites $1,\dots,N-1$ with entry 1 between nearest neighbours and 0 elsewhere. The confined counts are the matrix elements of $A^n$. For one particle on this open chain with hopping amplitude $t$ and $H=-tA$, they enter $e^{-\beta H}=\sum_n\frac{(\beta t)^n}{n!}A^n$. The theorems concern fixed $n$; this series, the continuum limit and site-dependent potentials are not treated.

## The start lies between the walls: $0<a<N$

Splitting off the first step gives $w_{n+1}(d)=w_n(d-1)+w_n(d+1)$. For the confined count $C_n(a)$, with $b$ fixed, it gives
$$C_{n+1}(a)=C_n(a+1)+C_n(a-1).$$
This needs an allowed start: at $a=0$ the left side is zero, while $C_n(1)$ need not be.

```lean
/-- Walks of `n + 1` steps are counted by sorting them according to their first step. -/
theorem card_first_step {n : ℕ} (P : (Fin (n + 1) → Bool) → Prop) [DecidablePred P] :
    (Finset.univ.filter P).card =
      (Finset.univ.filter fun s : Fin n → Bool => P (Fin.cons true s)).card +
      (Finset.univ.filter fun s : Fin n → Bool => P (Fin.cons false s)).card := by
  simp only [Finset.card_filter]
  rw [← (Fin.consEquiv (fun _ : Fin (n + 1) => Bool)).sum_comp, Fintype.sum_prod_type,
    Fintype.sum_bool]
  rfl

/-- The free propagator obeys the lattice evolution equation. -/
theorem walkCount_succ (n : ℕ) (d : ℤ) :
    walkCount (n + 1) d = walkCount n (d - 1) + walkCount n (d + 1) := by
  have ht : step true = 1 := rfl
  have hf : step false = -1 := rfl
  unfold walkCount
  rw [card_first_step]
  refine congrArg₂ (· + ·) (congrArg Finset.card ?_) (congrArg Finset.card ?_) <;>
  · ext s
    simp only [Finset.mem_filter, Finset.mem_univ, true_and]
    simp only [Fin.sum_univ_succ, Fin.cons_zero, Fin.cons_succ, ht, hf]
    constructor <;> intro h <;> linarith

/-- From a site strictly between the walls, the confined propagator obeys the same evolution
equation in its starting point. -/
theorem confinedCount_succ {N : ℕ} (n : ℕ) {a : ℤ} (b : ℤ) (ha : 0 < a) (haN : a < N) :
    confinedCount N (n + 1) a b = confinedCount N n (a + 1) b + confinedCount N n (a - 1) b := by
  have hpos : ∀ (c : Bool) (s : Fin n → Bool) (m : ℕ),
      position a (Fin.cons c s : Fin (n + 1) → Bool) (m + 1) = position (a + step c) s m := by
    intro c s m
    simp [position, Fin.sum_univ_succ, add_assoc]
  have hstay : ∀ (c : Bool) (s : Fin n → Bool),
      (∀ m : Fin (n + 1 + 1), 0 < position a (Fin.cons c s : Fin (n + 1) → Bool) m ∧
        position a (Fin.cons c s : Fin (n + 1) → Bool) m < N) ↔
      ∀ m : Fin (n + 1), 0 < position (a + step c) s m ∧ position (a + step c) s m < N := by
    intro c s
    refine Fin.forall_fin_succ.trans ?_
    have h0 : position a (Fin.cons c s : Fin (n + 1) → Bool) ((0 : Fin (n + 1 + 1)) : ℕ) = a := by
      simp [position]
    simp only [h0, Fin.val_succ, hpos, ha, haN, and_self, true_and]
  unfold confinedCount
  rw [card_first_step]
  refine congrArg₂ (· + ·) (congrArg Finset.card ?_) (congrArg Finset.card ?_) <;>
  · ext s
    simp only [Finset.mem_filter, Finset.mem_univ, true_and, hstay, hpos, step, sub_eq_add_neg]
```

Adding $C_n(0)=C_n(N)=0$, and $C_0(a)=\delta_{ab}$ for $0<a<N$, fixes $C_n$ on $0\le a\le N$ by induction on $n$. `eq_confinedCount` therefore identifies any function with these properties as the path count on those sites.

```lean
/-- A solution of the lattice evolution equation that vanishes at both walls and starts as a point
source at `b` is the confined path count at every site from `0` to `N`. -/
theorem eq_confinedCount {N : ℕ} {b : ℤ} (F : ℕ → ℤ → ℝ)
    (h0 : ∀ a : ℤ, 0 < a → a < N → F 0 a = if a = b then 1 else 0)
    (hL : ∀ n, F n 0 = 0) (hR : ∀ n, F n N = 0)
    (hs : ∀ (n : ℕ) (a : ℤ), 0 < a → a < N → F (n + 1) a = F n (a + 1) + F n (a - 1)) :
    ∀ (n : ℕ) (a : ℤ), 0 ≤ a → a ≤ N → F n a = confinedCount N n a b := by
  -- no path may start on a wall
  have wall : ∀ (n : ℕ) (a : ℤ), ¬ (0 < a ∧ a < N) → confinedCount N n a b = 0 := by
    intro n a ha
    unfold confinedCount
    rw [Finset.card_eq_zero, Finset.filter_eq_empty_iff]
    intro s _ h
    exact ha (by simpa [position] using h.1 0)
  intro n
  induction n with
  | zero =>
    intro a ha haN
    rcases eq_or_lt_of_le ha with rfl | ha'
    · rw [hL, wall _ _ (by omega), Nat.cast_zero]
    rcases eq_or_lt_of_le haN with rfl | haN'
    · rw [hR, wall _ _ (by omega), Nat.cast_zero]
    rw [h0 a ha' haN']
    split_ifs with h
    · subst h
      simp [confinedCount, position, ha', haN']
    · simp [confinedCount, position, h]
  | succ n ih =>
    intro a ha haN
    rcases eq_or_lt_of_le ha with rfl | ha'
    · rw [hL, wall _ _ (by omega), Nat.cast_zero]
    rcases eq_or_lt_of_le haN with rfl | haN'
    · rw [hR, wall _ _ (by omega), Nat.cast_zero]
    rw [hs n a ha' haN', ih (a + 1) (by omega) (by omega), ih (a - 1) (by omega) (by omega),
      confinedCount_succ n b ha' haN', Nat.cast_add]
```

## The walls are separated: $N>0$

This follows from $0<a<N$, which in fact forces $N\ge2$. Since $w_n(d)=0$ for $|d|>n$, only finitely many images contribute. At $N=0$ all images would coincide and the sum could diverge.

```lean
/-- For `N > 0` only finitely many images are reached in `n` steps. -/
theorem images_finite {N : ℕ} (hN : 0 < N) (n : ℕ) (c : ℤ) :
    (Function.support fun k : ℤ => (walkCount n (c + 2 * k * N) : ℝ)).Finite := by
  have far : ∀ (n : ℕ) (d : ℤ), n < d.natAbs → walkCount n d = 0 := by
    intro n
    induction n with
    | zero =>
      intro d hd
      have h : (0 : ℤ) ≠ d := by omega
      simp [walkCount, h]
    | succ n ih =>
      intro d hd
      rw [walkCount_succ, ih _ (by omega), ih _ (by omega)]
  refine ((Set.finite_Icc (-(n : ℤ)) n).preimage (f := fun k : ℤ => c + 2 * k * N) ?_).subset ?_
  · intro x _ y _ h
    have h1 : c + 2 * x * N = c + 2 * y * N := h
    have hN' : (N : ℤ) ≠ 0 := by omega
    exact mul_right_cancel₀ hN' (by linarith)
  · intro k hk
    by_contra hc
    have key : ∀ d : ℤ, ¬ (-(n : ℤ) ≤ d ∧ d ≤ n) → walkCount n d = 0 :=
      fun d hd => far n d (by omega)
    apply Function.mem_support.mp hk
    rw [key (c + 2 * k * N) hc, Nat.cast_zero]
```

## The endpoint lies between the walls: $0<b<N$

Let $R_n(c)=\sum_k w_n(c+2kN)$, which is `ringCount`. The image sum is $R_n(b-a)-R_n(b+a)$ and inherits the recursion from $w_n$. It vanishes at $a=0$ by subtraction, and at $a=N$ because $R_n$ has period $2N$. At $n=0$ the hypothesis enters: $|b-a|<N$ and $0<b+a<2N$ leave only $k=0$ in the first term, giving $\delta_{ab}$.

```lean
/-- Method of images: for sites strictly between the walls, the image sum counts the paths from
`a` to `b` that never touch a wall. -/
theorem imageSum_eq_confinedCount {N : ℕ} (n : ℕ) {a b : ℤ} (ha : 0 < a) (haN : a < N)
    (hb : 0 < b) (hbN : b < N) : imageSum N n a b = confinedCount N n a b := by
  have hN : 0 < N := by omega
  have split : ∀ (n : ℕ) (a : ℤ),
      imageSum N n a b = ringCount N n (b - a) - ringCount N n (b + a) := fun n a =>
    finsum_sub_distrib (images_finite hN n (b - a)) (images_finite hN n (b + a))
  have evolve : ∀ (n : ℕ) (c : ℤ),
      ringCount N (n + 1) c = ringCount N n (c - 1) + ringCount N n (c + 1) := by
    intro n c
    unfold ringCount
    rw [← finsum_add_distrib (images_finite hN n (c - 1)) (images_finite hN n (c + 1))]
    refine finsum_congr fun k => ?_
    rw [walkCount_succ, show c + 2 * k * N - 1 = c - 1 + 2 * k * N by ring,
      show c + 2 * k * N + 1 = c + 1 + 2 * k * N by ring]
    exact Nat.cast_add _ _
  have periodic : ∀ (n : ℕ) (c : ℤ), ringCount N n (c + 2 * N) = ringCount N n c := by
    intro n c
    unfold ringCount
    refine (finsum_congr fun k => ?_).trans (finsum_comp_equiv
      (f := fun k : ℤ => (walkCount n (c + 2 * k * N) : ℝ)) (Equiv.addRight (1 : ℤ)))
    show _ = ((walkCount n (c + 2 * (k + 1) * N) : ℕ) : ℝ)
    congr 2
    ring
  refine eq_confinedCount (fun n a => imageSum N n a b) ?_ ?_ ?_ ?_ n a ha.le haN.le
  · -- at time zero only the image `k = 0` can contribute
    intro a ha haN
    have w0 : ∀ d : ℤ, walkCount 0 d = if d = 0 then 1 else 0 := by
      intro d
      by_cases h : d = 0
      · simp [walkCount, h]
      · simp [walkCount, h, Ne.symm h]
    have hN0 : (0 : ℤ) ≤ N := by omega
    unfold imageSum
    rw [finsum_eq_single _ (0 : ℤ)]
    · simp only [w0, mul_zero, zero_mul, add_zero]
      rw [if_neg (show ¬ (b + a = 0) by omega)]
      by_cases h : a = b
      · rw [if_pos (show b - a = 0 by omega), if_pos h]
        norm_num
      · rw [if_neg (show ¬ (b - a = 0) by omega), if_neg h]
        norm_num
    · intro k hk
      have hk' : k ≤ -1 ∨ 1 ≤ k := by omega
      have h : b - a + 2 * k * N ≠ 0 ∧ b + a + 2 * k * N ≠ 0 := by
        rcases hk' with hk' | hk'
        · have := mul_le_mul_of_nonneg_right hk' hN0
          constructor <;> intro h <;> linarith
        · have := mul_le_mul_of_nonneg_right hk' hN0
          constructor <;> intro h <;> linarith
      rw [w0, w0, if_neg h.1, if_neg h.2, sub_self]
  · intro n
    simp [imageSum]
  · intro n
    rw [split, show b + (N : ℤ) = b - N + 2 * N by ring, periodic, sub_self]
  · intro n a _ _
    rw [split, split, split, evolve, evolve, show b - a - 1 = b - (a + 1) by ring,
      show b - a + 1 = b - (a - 1) by ring, show b + a - 1 = b + (a - 1) by ring,
      show b + a + 1 = b + (a + 1) by ring]
    ring
```

With $b=-1$, $a=1$, $n=0$ and $N\ge2$, the image sum is $-1$, which counts no paths. The two sums would still agree there, since both are odd and $2N$-periodic in each site, though the theorems below keep to interior sites.

The sine expansion needs the same initial value. For an integer $m$ with $0<|m|<2N$, set $y=\pi m/(2N)$, so $\sin y\ne0$. Summing
$$2\sin y\cos(2jy)=\sin((2j+1)y)-\sin((2j-1)y)$$
over $j=0,\dots,N-1$ telescopes to $\sin(\pi m-y)+\sin y$, hence
$$2\sum_{j=0}^{N-1}\cos\frac{\pi jm}{N}=1-(-1)^m.$$
Now write $2\sin\frac{\pi ja}{N}\sin\frac{\pi jb}{N}$ as $\cos\frac{\pi j(a-b)}{N}-\cos\frac{\pi j(a+b)}{N}$. If $a\ne b$, equal parity of $a\pm b$ makes the two sums cancel; if $a=b$, they give $N-0$. The prefactor turns this into $\delta_{ab}$. In Lean, `cosSum` is the cosine sum and `hpar` the parity step.

```lean
/-- The normalised standing waves of the box are complete: their products, summed over modes, give a
Kronecker delta for sites strictly between the walls. -/
theorem sine_orthogonality {N : ℕ} {a b : ℤ} (ha : 0 < a) (haN : a < N) (hb : 0 < b)
    (hbN : b < N) :
    2 / (N : ℝ) * ∑ j ∈ Finset.Ico 1 N, sin (π * j * a / N) * sin (π * j * b / N) =
      if a = b then 1 else 0 := by
  have hN : 0 < N := by omega
  have hNp : (0 : ℝ) < N := by exact_mod_cast hN
  have hN0 : (N : ℝ) ≠ 0 := hNp.ne'
  -- a telescoping sum evaluates the cosine series
  have cosSum : ∀ m : ℤ, m ≠ 0 → -(2 * (N : ℤ)) < m → m < 2 * N →
      2 * ∑ j ∈ Finset.range N, cos (π * j * m / N) = 1 - cos (π * m) := by
    intro m hm hl hu
    have hl' : -(2 * (N : ℝ)) < m := by exact_mod_cast hl
    have hu' : (m : ℝ) < 2 * N := by exact_mod_cast hu
    have hm' : (m : ℝ) ≠ 0 := by exact_mod_cast hm
    obtain ⟨y, hy⟩ : ∃ y : ℝ, y = π * m / (2 * N) := ⟨_, rfl⟩
    have hsin : sin y ≠ 0 := by
      have h1 : -π < y := by
        rw [hy, lt_div_iff₀ (by positivity)]
        nlinarith [pi_pos]
      have h2 : y < π := by
        rw [hy, div_lt_iff₀ (by positivity)]
        nlinarith [pi_pos]
      rw [Ne, sin_eq_zero_iff_of_lt_of_lt h1 h2, hy]
      have := pi_pos.ne'
      positivity
    have tele : ∀ M : ℕ, 2 * sin y * ∑ j ∈ Finset.range M, cos (2 * y * j) =
        sin ((2 * M - 1) * y) + sin y := by
      intro M
      induction M with
      | zero => simp
      | succ M ih =>
        rw [Finset.sum_range_succ, mul_add, ih]
        push_cast
        rw [show (2 * ((M : ℝ) + 1) - 1) * y = 2 * y * M + y by ring,
          show (2 * (M : ℝ) - 1) * y = 2 * y * M - y by ring, sin_add, sin_sub]
        ring
    have hsum : ∑ j ∈ Finset.range N, cos (π * j * m / N) =
        ∑ j ∈ Finset.range N, cos (2 * y * j) := by
      refine Finset.sum_congr rfl fun j _ => ?_
      congr 1
      rw [hy]
      field_simp
    have hend : (2 * (N : ℝ) - 1) * y = π * m - y := by
      have : 2 * (N : ℝ) * y = π * m := by
        rw [hy]
        field_simp
      linarith
    have hpi : sin (π * m) = 0 := by
      rw [mul_comm]
      exact sin_int_mul_pi m
    have ht := tele N
    rw [hend, sin_sub, hpi] at ht
    rw [hsum]
    apply mul_left_cancel₀ hsin
    linear_combination ht
  have hIco : ∑ j ∈ Finset.Ico 1 N, sin (π * j * a / N) * sin (π * j * b / N) =
      ∑ j ∈ Finset.range N, sin (π * j * a / N) * sin (π * j * b / N) := by
    rw [Finset.range_eq_Ico, Finset.sum_eq_sum_Ico_succ_bot hN]
    simp
  have hprod : 2 * ∑ j ∈ Finset.range N, sin (π * j * a / N) * sin (π * j * b / N) =
      ∑ j ∈ Finset.range N, cos (π * j * ((a - b : ℤ) : ℝ) / N) -
      ∑ j ∈ Finset.range N, cos (π * j * ((a + b : ℤ) : ℝ) / N) := by
    rw [Finset.mul_sum, ← Finset.sum_sub_distrib]
    refine Finset.sum_congr rfl fun j _ => ?_
    rw [show π * j * ((a - b : ℤ) : ℝ) / N = π * j * a / N - π * j * b / N by push_cast; ring,
      show π * j * ((a + b : ℤ) : ℝ) / N = π * j * a / N + π * j * b / N by push_cast; ring,
      cos_sub, cos_add]
    ring
  -- `a + b` and `a - b` have the same parity
  have hpar : cos (π * ((a + b : ℤ) : ℝ)) = cos (π * ((a - b : ℤ) : ℝ)) := by
    rw [show π * ((a + b : ℤ) : ℝ) = π * ((a - b : ℤ) : ℝ) + b * (2 * π) by push_cast; ring,
      cos_add_int_mul_two_pi]
  have hplus := cosSum (a + b) (by omega) (by omega) (by omega)
  rw [hIco, div_mul_eq_mul_div, hprod]
  by_cases h : a = b
  · subst h
    have hS : ∑ j ∈ Finset.range N, cos (π * j * ((a - a : ℤ) : ℝ) / N) = N := by simp
    have h1 : cos (π * ((a - a : ℤ) : ℝ)) = 1 := by simp
    rw [if_pos rfl, div_eq_one_iff_eq hN0]
    linarith
  · have hminus := cosSum (a - b) (by omega) (by omega) (by omega)
    rw [if_neg h, div_eq_zero_iff]
    left
    linarith
```

The sines vanish at both walls, and with $\theta=\pi j/N$,
$$\sin(\theta(a+1))+\sin(\theta(a-1))=2\cos\theta\,\sin(\theta a),$$
so each mode gains one factor $2\cos\theta$ per step. `eq_confinedCount` applies again, and the two expressions for the path count are equated.

```lean
/-- Spectral form of the path count: for sites strictly between the walls, the number of confined
paths is a sum over the standing waves of the box. -/
theorem confinedCount_eq_spectral {N : ℕ} (n : ℕ) {a b : ℤ} (ha : 0 < a) (haN : a < N)
    (hb : 0 < b) (hbN : b < N) :
    (confinedCount N n a b : ℝ) = 2 / (N : ℝ) * ∑ j ∈ Finset.Ico 1 N,
      sin (π * j * a / N) * sin (π * j * b / N) * (2 * cos (π * j / N)) ^ n := by
  have hN0 : (N : ℝ) ≠ 0 := by
    have : N ≠ 0 := by omega
    exact_mod_cast this
  symm
  refine eq_confinedCount (fun n a => 2 / (N : ℝ) * ∑ j ∈ Finset.Ico 1 N,
    sin (π * j * a / N) * sin (π * j * b / N) * (2 * cos (π * j / N)) ^ n)
    ?_ ?_ ?_ ?_ n a ha.le haN.le
  · intro a ha haN
    simp only [pow_zero, mul_one]
    exact sine_orthogonality ha haN hb hbN
  · intro n
    simp
  · intro n
    rw [Finset.sum_eq_zero, mul_zero]
    intro j _
    have h : π * j * ((N : ℤ) : ℝ) / N = j * π := by
      rw [Int.cast_natCast, mul_div_assoc, div_self hN0]
      ring
    rw [h, sin_nat_mul_pi, zero_mul, zero_mul]
  · -- each standing wave is an eigenvector of the hopping operator
    intro n a _ _
    rw [← mul_add, ← Finset.sum_add_distrib]
    congr 1
    refine Finset.sum_congr rfl fun j _ => ?_
    rw [show π * j * ((a + 1 : ℤ) : ℝ) / N = π * j * a / N + π * j / N by push_cast; ring,
      show π * j * ((a - 1 : ℤ) : ℝ) / N = π * j * a / N - π * j / N by push_cast; ring,
      sin_add, sin_sub, pow_succ]
    ring

/-- The hard-wall lattice propagator: for sites strictly between the walls `0` and `N`, the sum
over images of free walks equals the sum over standing waves. -/
theorem hard_wall_propagator {N : ℕ} (n : ℕ) {a b : ℤ} (ha : 0 < a) (haN : a < N)
    (hb : 0 < b) (hbN : b < N) :
    ∑ᶠ k : ℤ, ((walkCount n (b - a + 2 * k * N) : ℝ) - walkCount n (b + a + 2 * k * N)) =
      2 / (N : ℝ) * ∑ j ∈ Finset.Ico 1 N,
        sin (π * j * a / N) * sin (π * j * b / N) * (2 * cos (π * j / N)) ^ n :=
  (imageSum_eq_confinedCount n ha haN hb hbN).trans (confinedCount_eq_spectral n ha haN hb hbN)
```

## No condition on $n$, and none on $N$ in the trace

Setting $b=a$ and summing over sites uses $\frac2N\sum_{a=1}^{N-1}\sin^2(\pi ja/N)=1$, the normalisation of mode $j$, which is the completeness relation `sine_orthogonality` with sites and modes exchanged. What remains is $\sum_j(2\cos(\pi j/N))^n$. For $N=0$ or $1$ there are no sites and no modes, and both sides are zero.

```lean
/-- Trace formula: the number of closed confined `n`-step paths, summed over the starting site,
is the sum of `(2 cos (π j / N)) ^ n` over the modes `j = 1, …, N - 1`. -/
theorem closed_paths_trace (N n : ℕ) :
    ∑ a ∈ Finset.Ico 1 N, (confinedCount N n a a : ℝ) =
      ∑ j ∈ Finset.Ico 1 N, (2 * cos (π * j / N)) ^ n := by
  have h1 : ∀ a ∈ Finset.Ico 1 N, (confinedCount N n a a : ℝ) = ∑ j ∈ Finset.Ico 1 N,
      2 / (N : ℝ) * (sin (π * j * a / N) * sin (π * j * a / N) * (2 * cos (π * j / N)) ^ n) := by
    intro a ha
    rw [Finset.mem_Ico] at ha
    rw [confinedCount_eq_spectral n (by omega) (by omega) (by omega) (by omega), Finset.mul_sum]
    simp only [Int.cast_natCast]
  rw [Finset.sum_congr rfl h1, Finset.sum_comm]
  refine Finset.sum_congr rfl fun j hj => ?_
  rw [Finset.mem_Ico] at hj
  -- normalisation of mode `j`, from `sine_orthogonality` with sites and modes exchanged
  have h := sine_orthogonality (N := N) (a := j) (b := j)
    (by omega) (by omega) (by omega) (by omega)
  rw [if_pos rfl] at h
  simp only [Int.cast_natCast] at h
  refine Eq.trans ?_ (one_mul _)
  rw [← h, Finset.mul_sum, Finset.sum_mul]
  refine Finset.sum_congr rfl fun a _ => ?_
  rw [show π * (j : ℝ) * a / N = π * a * j / N by ring]
  ring

end

end HardWallLatticePropagator
```

```lean
#print axioms HardWallLatticePropagator.hard_wall_propagator
#print axioms HardWallLatticePropagator.closed_paths_trace
```

```
'HardWallLatticePropagator.hard_wall_propagator' depends on axioms: [propext, Classical.choice, Quot.sound]
'HardWallLatticePropagator.closed_paths_trace' depends on axioms: [propext, Classical.choice, Quot.sound]
```
